# Triple-k order and equally weighted single-k domains have the same Fourier intensities for three distinct ±1 modulations

The lattice with periodic boundary conditions is modelled as a finite abelian group $G$, with a wave vector as a complex character $\chi$ of $G$ and a magnetic modulation as a real character $X$. For three distinct modulations, the file compares their superposition with the three domains that carry one modulation each.

In Lean 4 with Mathlib:

```lean
import Mathlib

open Matrix
open scoped ComplexConjugate

namespace SingleVersusTripleK

noncomputable section

variable {G : Type*} [AddCommGroup G] [Fintype G]

/-- Three directions in space that are mutually orthogonal and of unit length. -/
def IsFrame (e : Fin 3 → Fin 3 → ℝ) : Prop :=
  ∀ i j, e i ⬝ᵥ e j = if i = j then 1 else 0

/-- The single-k structure: the vector `v`, scaled by `m` and modulated by one real character. -/
def singleK (m : ℝ) (X : AddChar G ℝ) (v : Fin 3 → ℝ) (r : G) : Fin 3 → ℝ :=
  (m * X r) • v

/-- The triple-k structure: the superposition of three modulations with weight `m / √3`. -/
def tripleK (m : ℝ) (X : Fin 3 → AddChar G ℝ) (e : Fin 3 → Fin 3 → ℝ) (r : G) :
    Fin 3 → ℝ :=
  (m / √3) • ∑ i, X i r • e i

/-- The Fourier component of a spin structure at the wave vector `χ`, per site. -/
def fourier (S : G → Fin 3 → ℝ) (χ : AddChar G ℂ) (a : Fin 3) : ℂ :=
  (Fintype.card G : ℂ)⁻¹ * ∑ r, conj (χ r) * (S r a : ℂ)

/-- The Fourier amplitude of a scalar modulation `X` at the wave vector `χ`, per site. -/
def amp (X : AddChar G ℝ) (χ : AddChar G ℂ) : ℂ :=
  (Fintype.card G : ℂ)⁻¹ * ∑ r, conj (χ r) * (X r : ℂ)

/-- The spin correlation tensor at the wave vector `χ`. -/
def tensor (S : G → Fin 3 → ℝ) (χ : AddChar G ℂ) (a b : Fin 3) : ℂ :=
  fourier S χ a * conj (fourier S χ b)

/-- The squared norm of the Fourier component at the wave vector `χ`. -/
def intensity (S : G → Fin 3 → ℝ) (χ : AddChar G ℂ) : ℝ :=
  ∑ a, ‖fourier S χ a‖ ^ 2

/-- A real character of a finite abelian group squares to one at every site. -/
theorem char_sq (X : AddChar G ℝ) (r : G) : X r ^ 2 = 1 := by
  have h : X r ^ Fintype.card G = 1 := by
    rw [← AddChar.map_nsmul_eq_pow, card_nsmul_eq_zero, AddChar.map_zero_eq_one]
  have h' : |X r| ^ Fintype.card G = 1 := by rw [← abs_pow, h, abs_one]
  have h1 := (pow_eq_one_iff_of_nonneg (abs_nonneg (X r)) Fintype.card_ne_zero).mp h'
  rw [← sq_abs, h1, one_pow]

omit [Fintype G] in
/-- For orthonormal directions, the scalar product of two spins of the triple-k structure
is `m² / 3` times the sum of the three products of modulations. -/
theorem tripleK_bond (m : ℝ) (X : Fin 3 → AddChar G ℝ) {e : Fin 3 → Fin 3 → ℝ}
    (he : IsFrame e) (r s : G) :
    tripleK m X e r ⬝ᵥ tripleK m X e s = m ^ 2 / 3 * ∑ i, X i r * X i s := by
  have hs : m / √3 * (m / √3) = m ^ 2 / 3 := by
    rw [div_mul_div_comm, Real.mul_self_sqrt (by norm_num), sq]
  have expand : tripleK m X e r ⬝ᵥ tripleK m X e s
      = m ^ 2 / 3 * ∑ i, ∑ j, X i r * X j s * (e i ⬝ᵥ e j) := by
    rw [← hs]
    simp only [tripleK, Fin.sum_univ_three, smul_dotProduct, dotProduct_smul,
      add_dotProduct, dotProduct_add, smul_eq_mul]
    ring
  rw [expand]
  simp only [show ∀ i j, e i ⬝ᵥ e j = if i = j then 1 else 0 from he, mul_ite, mul_one,
    mul_zero, Finset.sum_ite_eq, Finset.mem_univ, if_true]

/-- Two distinct modulations never both have a Fourier amplitude at the same wave vector. -/
theorem amp_disjoint {X Y : AddChar G ℝ} (h : X ≠ Y) (χ : AddChar G ℂ) :
    amp X χ = 0 ∨ amp Y χ = 0 := by
  -- a translation by `s` multiplies the amplitude by a phase, yet leaves the sum unchanged
  have shift : ∀ (Z : AddChar G ℝ) (s : G),
      conj (χ s) * (Z s : ℂ) * amp Z χ = amp Z χ := by
    intro Z s
    have h1 : ∑ r, conj (χ (s + r)) * (Z (s + r) : ℂ) = ∑ r, conj (χ r) * (Z r : ℂ) :=
      Equiv.sum_comp (Equiv.addLeft s) (fun r => conj (χ r) * (Z r : ℂ))
    have h2 : ∑ r, conj (χ (s + r)) * (Z (s + r) : ℂ)
        = conj (χ s) * (Z s : ℂ) * ∑ r, conj (χ r) * (Z r : ℂ) := by
      rw [Finset.mul_sum]
      refine Finset.sum_congr rfl fun r _ => ?_
      rw [AddChar.map_add_eq_mul, AddChar.map_add_eq_mul, map_mul, Complex.ofReal_mul]
      ring
    unfold amp
    linear_combination (Fintype.card G : ℂ)⁻¹ * (h2.symm.trans h1)
  by_contra hc
  rw [not_or] at hc
  refine h (DFunLike.ext _ _ fun s => ?_)
  have a := mul_right_cancel₀ hc.1 ((shift X s).trans (one_mul _).symm)
  have b := mul_right_cancel₀ hc.2 ((shift Y s).trans (one_mul _).symm)
  have hxy := mul_left_cancel₀ (left_ne_zero_of_mul_eq_one a) (a.trans b.symm)
  exact_mod_cast hxy

/-- For distinct modulations, the correlation tensor of the triple-k structure is at every
wave vector the average over the three single-k domains. -/
theorem tensor_tripleK (m : ℝ) {X : Fin 3 → AddChar G ℝ} (hX : Function.Injective X)
    (e : Fin 3 → Fin 3 → ℝ) (χ : AddChar G ℂ) (a b : Fin 3) :
    tensor (tripleK m X e) χ a b = (∑ i, tensor (singleK m (X i) (e i)) χ a b) / 3 := by
  have hs : m / √3 * (m / √3) = m ^ 2 / 3 := by
    rw [div_mul_div_comm, Real.mul_self_sqrt (by norm_num), sq]
  have hc : ((m / √3 : ℝ) : ℂ) * ((m / √3 : ℝ) : ℂ) = (m : ℂ) ^ 2 / 3 := by
    rw [← Complex.ofReal_mul, hs]
    simp
  have h1 : ∀ i a, fourier (singleK m (X i) (e i)) χ a
      = (m : ℂ) * (e i a : ℂ) * amp (X i) χ := by
    intro i a
    simp only [fourier, singleK, amp, Pi.smul_apply, smul_eq_mul, Finset.mul_sum]
    refine Finset.sum_congr rfl fun r _ => ?_
    push_cast
    ring
  have h3 : ∀ a, fourier (tripleK m X e) χ a
      = ((m / √3 : ℝ) : ℂ) * ∑ i, (e i a : ℂ) * amp (X i) χ := by
    intro a
    simp only [fourier, tripleK, amp, Fin.sum_univ_three, Pi.smul_apply, Pi.add_apply,
      smul_eq_mul, Finset.mul_sum, ← Finset.sum_add_distrib]
    refine Finset.sum_congr rfl fun r _ => ?_
    push_cast
    ring
  -- interference between different modulations vanishes
  have cross : ∀ i j, i ≠ j → amp (X i) χ * conj (amp (X j) χ) = 0 := by
    intro i j hij
    rcases amp_disjoint (hX.ne hij) χ with h | h <;> simp [h]
  simp only [tensor, h1, h3, Fin.sum_univ_three, map_mul, map_add, Complex.conj_ofReal]
  linear_combination
    ((m / √3 : ℝ) : ℂ) ^ 2 *
      ((e 0 a : ℂ) * (e 1 b : ℂ) * cross 0 1 (by decide)
      + (e 0 a : ℂ) * (e 2 b : ℂ) * cross 0 2 (by decide)
      + (e 1 a : ℂ) * (e 0 b : ℂ) * cross 1 0 (by decide)
      + (e 1 a : ℂ) * (e 2 b : ℂ) * cross 1 2 (by decide)
      + (e 2 a : ℂ) * (e 0 b : ℂ) * cross 2 0 (by decide)
      + (e 2 a : ℂ) * (e 1 b : ℂ) * cross 2 1 (by decide))
    + ((e 0 a : ℂ) * (e 0 b : ℂ) * (amp (X 0) χ * conj (amp (X 0) χ))
      + (e 1 a : ℂ) * (e 1 b : ℂ) * (amp (X 1) χ * conj (amp (X 1) χ))
      + (e 2 a : ℂ) * (e 2 b : ℂ) * (amp (X 2) χ * conj (amp (X 2) χ))) * hc

/-- For distinct modulations, the squared Fourier norm of the triple-k structure is at every
wave vector the average over the three single-k domains. -/
theorem intensity_tripleK (m : ℝ) {X : Fin 3 → AddChar G ℝ} (hX : Function.Injective X)
    (e : Fin 3 → Fin 3 → ℝ) (χ : AddChar G ℂ) :
    intensity (tripleK m X e) χ = (∑ i, intensity (singleK m (X i) (e i)) χ) / 3 := by
  have h : ∀ a, ‖fourier (tripleK m X e) χ a‖ ^ 2
      = (∑ i, ‖fourier (singleK m (X i) (e i)) χ a‖ ^ 2) / 3 := by
    intro a
    have t := tensor_tripleK m hX e χ a a
    simp only [tensor, Complex.mul_conj, Complex.normSq_eq_norm_sq] at t
    exact_mod_cast t
  simp only [intensity]
  rw [Finset.sum_congr rfl (fun a _ => h a), ← Finset.sum_div, Finset.sum_comm]

/-- For distinct modulations, orthonormal directions and `m ≥ 0`, the triple-k structure has
moment `m` at every site, and its squared Fourier norms and correlation tensors equal the
averages over the three single-k domains. -/
theorem tripleK_matches_domain_average {m : ℝ} (hm : 0 ≤ m) {X : Fin 3 → AddChar G ℝ}
    (hX : Function.Injective X) {e : Fin 3 → Fin 3 → ℝ} (he : IsFrame e) :
    (∀ r, √(tripleK m X e r ⬝ᵥ tripleK m X e r) = m) ∧
    (∀ χ, intensity (tripleK m X e) χ
      = (∑ i, intensity (singleK m (X i) (e i)) χ) / 3) ∧
    (∀ χ a b, tensor (tripleK m X e) χ a b
      = (∑ i, tensor (singleK m (X i) (e i)) χ a b) / 3) := by
  refine ⟨fun r => ?_, intensity_tripleK m hX e, tensor_tripleK m hX e⟩
  have h : tripleK m X e r ⬝ᵥ tripleK m X e r = m ^ 2 := by
    rw [tripleK_bond m X he, Fin.sum_univ_three]
    linear_combination m ^ 2 / 3 * (char_sq (X 0) r + char_sq (X 1) r + char_sq (X 2) r)
  rw [h, Real.sqrt_sq hm]

/-- For distinct modulations and orthonormal directions, the squared scalar product of two
spins is `m⁴` for all pairs in each single-k domain, but `m⁴ / 9` for some pair in the
triple-k structure. -/
theorem biquadratic_distinguishes (m : ℝ) {X : Fin 3 → AddChar G ℝ}
    (hX : Function.Injective X) {e : Fin 3 → Fin 3 → ℝ} (he : IsFrame e) :
    (∀ i r s, (singleK m (X i) (e i) r ⬝ᵥ singleK m (X i) (e i) s) ^ 2 = m ^ 4) ∧
    ∃ r s, (tripleK m X e r ⬝ᵥ tripleK m X e s) ^ 2 = m ^ 4 / 9 := by
  constructor
  · intro i r s
    have hv : e i ⬝ᵥ e i = 1 := by simpa using he i i
    simp only [singleK, smul_dotProduct, dotProduct_smul, smul_eq_mul, hv]
    linear_combination m ^ 4 * (X i s) ^ 2 * char_sq (X i) r + m ^ 4 * char_sq (X i) s
  · -- choose a site where the first two modulations have opposite signs
    obtain ⟨r, hr⟩ := DFunLike.ne_iff.mp (hX.ne (show (0 : Fin 3) ≠ 1 by decide))
    have h : X 0 r + X 1 r = 0 := by
      apply mul_left_cancel₀ (sub_ne_zero.mpr hr)
      linear_combination char_sq (X 0) r - char_sq (X 1) r
    refine ⟨r, 0, ?_⟩
    rw [tripleK_bond m X he, Fin.sum_univ_three]
    simp only [AddChar.map_zero_eq_one, mul_one]
    linear_combination m ^ 4 / 9 * (X 0 r + X 1 r + 2 * X 2 r) * h
      + m ^ 4 / 9 * char_sq (X 2) r

/-- The sign that alternates between the two classes of integers modulo two. -/
def sgn (a : ZMod 2) : ℤ := if a = 0 then 1 else -1

/-- The modulation of a 2×2×2 cubic cell that alternates along the axis `i`. -/
def cubicChar (i : Fin 3) : AddChar (Fin 3 → ZMod 2) ℝ where
  toFun r := (sgn (r i) : ℝ)
  map_zero_eq_one' := by
    change ((sgn 0 : ℤ) : ℝ) = 1
    rw [show sgn 0 = 1 by decide, Int.cast_one]
  map_add_eq_mul' r s := by
    have h : ∀ a b : ZMod 2, sgn (a + b) = sgn a * sgn b := by decide
    rw [← Int.cast_mul]
    exact congrArg (Int.cast : ℤ → ℝ) (h (r i) (s i))

/-- The three alternating modulations of the 2×2×2 cubic cell are distinct, and the
Cartesian unit vectors are orthonormal. -/
theorem cubic_witness :
    Function.Injective cubicChar ∧ IsFrame (fun i => Pi.single i 1) := by
  constructor
  · intro i j h
    by_contra hij
    have h1 := DFunLike.congr_fun h (Pi.single i 1)
    change ((sgn ((Pi.single i 1 : Fin 3 → ZMod 2) i) : ℤ) : ℝ)
      = ((sgn ((Pi.single i 1 : Fin 3 → ZMod 2) j) : ℤ) : ℝ) at h1
    rw [Pi.single_eq_same, Pi.single_eq_of_ne (Ne.symm hij),
      show sgn 1 = -1 by decide, show sgn 0 = 1 by decide] at h1
    norm_num at h1
  · intro i j
    change (Pi.single i 1 : Fin 3 → ℝ) ⬝ᵥ Pi.single j 1 = _
    rw [single_dotProduct, one_mul, Pi.single_apply]

end

end SingleVersusTripleK
```

```lean
#print axioms SingleVersusTripleK.tripleK_matches_domain_average
#print axioms SingleVersusTripleK.biquadratic_distinguishes
```

```
'SingleVersusTripleK.tripleK_matches_domain_average' depends on axioms: [propext, Classical.choice, Quot.sound]
'SingleVersusTripleK.biquadratic_distinguishes' depends on axioms: [propext, Classical.choice, Quot.sound]
```

## Spins, wave vectors and domains

A real character, `AddChar G ℝ`, is a function with $X(0)=1$ and $X(r+s)=X(r)X(s)$. On a finite group it takes only the values $\pm1$, so the model describes wave vectors $k$ for which $2k$ is a reciprocal lattice vector, including $k=0$. Spins are classical vectors in $\mathbb R^3$, one per site.

Given modulations $X_0,X_1,X_2$ and directions $e_0,e_1,e_2$, the structures are

$$S^{(i)}(r)=m\,X_i(r)\,e_i,\qquad S(r)=\frac{m}{\sqrt3}\sum_i X_i(r)\,e_i .$$

These are `singleK` and `tripleK`. The Fourier component $F_a(\chi)=|G|^{-1}\sum_r\overline{\chi(r)}\,S_a(r)$ is normalised per site. `tensor` is $F_a\overline{F_b}$, and `intensity` is its trace $\sum_a|F_a|^2$.

The main theorem, `tripleK_matches_domain_average`, assumes $m\ge0$, distinct modulations (`Function.Injective X`) and orthonormal directions (`IsFrame e`). It states that the moment $\sqrt{S(r)\cdot S(r)}$ is $m$ at every site, and that at every $\chi$ both the intensity and the full tensor equal the averages over the three domains.

In kinematic magnetic neutron diffraction, within this model of commensurate ±1 modulations, the purely magnetic scattering, which is quadratic in $F$, therefore cannot separate triple-k order from equally populated single-k domains whose intensities add incoherently. Interference with nuclear scattering, which is linear in $F$ and can occur at $k=0$, is not covered. Form factors, polarisation factors and unequal domain populations do not enter the file.

## Why the interference vanishes

**The values are signs.** Since $|G|\,r=0$, we have $X(r)^{|G|}=X(|G|\,r)=1$. Hence $|X(r)|=1$ and $X(r)^2=1$, which is `char_sq`.

**The moment is uniform.** Expanding the product of two spins and using $e_i\cdot e_j=\delta_{ij}$ gives `tripleK_bond`:

$$S(r)\cdot S(s)=\frac{m^2}{3}\sum_{i,j}X_i(r)X_j(s)\,e_i\cdot e_j=\frac{m^2}{3}\sum_iX_i(r)X_i(s).$$

At $s=r$ each of the three terms is 1, so $S(r)\cdot S(r)=m^2$.

**Two modulations never share a wave vector.** Let $A_i(\chi)=|G|^{-1}\sum_r\overline{\chi(r)}X_i(r)$, called `amp` in the file. Replacing $r$ by $s+r$ only reorders the sum, so

$$A_i(\chi)=\overline{\chi(s)}\,X_i(s)\,A_i(\chi).$$

This is the step `shift` in `amp_disjoint`. If $A_i$ and $A_j$ were both nonzero, cancelling them would give $\overline{\chi(s)}X_i(s)=1=\overline{\chi(s)}X_j(s)$ for every $s$, hence $X_i=X_j$. For distinct modulations, $A_i\overline{A_j}=0$ whenever $i\ne j$.

**The tensor is an average.** Writing $e_{ia}$ for component $a$ of $e_i$,

$$F_a\overline{F_b}=\frac{m^2}{3}\sum_{i,j}e_{ia}e_{jb}A_i\overline{A_j}=\frac13\sum_i m^2e_{ia}e_{ib}|A_i|^2 ,$$

and $m^2e_{ia}e_{ib}|A_i|^2$ is the tensor of domain $i$. In `tensor_tripleK`, `cross` supplies the six vanishing products and `linear_combination` removes them. Orthonormality is not used here. Setting $a=b$ and summing gives `intensity_tripleK`.

## A real-space quantity that differs

In a single-k domain, $(S^{(i)}(r)\cdot S^{(i)}(s))^2=m^4$ for all pairs. In the triple-k structure, `biquadratic_distinguishes` picks a site $r$ with $X_0(r)=-X_1(r)$ and compares it with the origin. Two terms cancel, leaving $\frac{m^2}{3}X_2(r)$, whose square is $m^4/9$. For $m\neq0$ the structures thus differ in the quantity that enters a biquadratic exchange energy, though the theorem does not say how far apart the two sites are.

## The 2×2×2 cell with $m=\sqrt3$

`cubic_witness` confirms that the alternating signs $X_i(r)=(-1)^{r_i}$ and the Cartesian unit vectors satisfy the hypotheses. With $m=\sqrt3$, the triple-k spin is $((-1)^{r_0},(-1)^{r_1},(-1)^{r_2})$, of length $\sqrt3$. At $\chi=X_0$ its Fourier component is $(1,0,0)$, with intensity 1. The three domains have intensities 3, 0 and 0, whose average is also 1. For the sites $(1,0,0)$ and $(0,0,0)$ the spin product is $-1+1+1=1$, with square $1=m^4/9$; in each single-k domain the square is 9.

## When modulations coincide

Without distinctness the tensor equality can fail. Take one site, $X_0=X_1=X_2=1$, Cartesian directions and $m>0$. The triple-k tensor has the off-diagonal entry $m^2/3$, while the domain average has 0 there. The intensities still agree in this example, both being $m^2$.
